# A finite rate matrix in detailed balance with strictly positive weights has real, nonpositive eigenvalues

A matrix of transition rates can act on column vectors of probabilities or on row vectors, and the choice decides whether its columns or its rows sum to zero and which index carries the weight in detailed balance. Here the probabilities p_i of finitely many states i form a column, and a constant real matrix W drives the master equation

dp_i/dt = Σ_j W_ij p_j

so W_ij is the rate of the jump j → i. In the row convention the generator is the transpose of this W.

## Rates, fluxes and the transformed matrix

```lean
import Mathlib

open Matrix

namespace ReversibleRateMatrix

noncomputable section

variable {n : Type*} [Fintype n] [DecidableEq n]
```

The type `n` is the finite set of states. A vector is a function `n → ℝ`, its component x_i is written `x i`, and `W i j` is W_ij.

```lean
/-- Generator of the master equation `dp/dt = W p`: the rates `W i j` of jumps `j → i` are
nonnegative and every column sums to zero. -/
structure IsRateMatrix (W : Matrix n n ℝ) : Prop where
  offDiag : ∀ i j, i ≠ j → 0 ≤ W i j
  colSum : ∀ j, ∑ i, W i j = 0
```

`IsRateMatrix W` bundles two conditions, with `∀` read as "for all". The field `offDiag` says W_ij ≥ 0 for i ≠ j, as jump rates must be. The field `colSum` says Σ_i W_ij = 0, which is conservation of total probability and makes −W_jj = Σ_{i≠j} W_ij the escape rate from state j.

```lean
/-- Detailed balance: with weights `π`, the flux `j → i` equals the flux `i → j`. -/
def DetailedBalance (W : Matrix n n ℝ) (π : n → ℝ) : Prop :=
  ∀ i j, W i j * π j = W j i * π i
```

Given weights π_i, define the flux matrix F_ij = W_ij π_j. Detailed balance is F_ij = F_ji for every pair: with populations π, the flux of each jump is balanced by that of its reverse. It is commonly imposed on the rates of a system coupled to a single heat bath, with π the Boltzmann weights. Here it is a hypothesis, not derived from microscopic dynamics. The weights need not sum to one.

```lean
/-- The transformed generator `S = D^(-1/2) W D^(1/2)` with `D = diag π`. -/
def symmetrized (W : Matrix n n ℝ) (π : n → ℝ) : Matrix n n ℝ :=
  diagonal (fun i => (√(π i))⁻¹) * W * diagonal (fun j => √(π j))
```

With D = diag(π), this is S = D^(-1/2) W D^(1/2), a product of three matrices. Lean assigns `√` of a negative number and the inverse of zero the value 0, so S has its intended meaning only for π_i > 0, the hypothesis `hπ` below.

```lean
/-- The entries of `S` are `(√π i)⁻¹ W i j √π j`. -/
theorem symmetrized_apply (W : Matrix n n ℝ) (π : n → ℝ) (i j : n) :
    symmetrized W π i j = (√(π i))⁻¹ * W i j * √(π j) := by
  simp only [symmetrized, Matrix.mul_diagonal, Matrix.diagonal_mul]
```

Multiplying out the diagonal factors gives the entries

S_ij = W_ij √π_j / √π_i

## Symmetry of S

```lean
/-- For positive weights, `S` is symmetric exactly when `W` obeys detailed balance. -/
theorem symmetrized_isSymm_iff (W : Matrix n n ℝ) (π : n → ℝ) (hπ : ∀ i, 0 < π i) :
    (symmetrized W π).IsSymm ↔ DetailedBalance W π := by
  have hs : ∀ i, √(π i) ≠ 0 := fun i => (Real.sqrt_pos.2 (hπ i)).ne'
  -- `S i j √π i √π j` is the flux `W i j π j`
  have key : ∀ i j, symmetrized W π i j * (√(π i) * √(π j)) = W i j * π j := by
    intro i j
    have hi : (√(π i))⁻¹ * √(π i) = 1 := inv_mul_cancel₀ (hs i)
    have hj := Real.mul_self_sqrt (hπ j).le
    rw [symmetrized_apply]
    linear_combination (W i j * √(π j) * √(π j)) * hi + W i j * hj
  constructor
  · intro h i j
    linear_combination key j i - key i j - (√(π i) * √(π j)) * h.apply i j
  · intro h
    refine Matrix.IsSymm.ext fun i j => ?_
    apply mul_right_cancel₀ (mul_ne_zero (hs i) (hs j))
    linear_combination key j i - key i j - h i j
```

For positive weights, S is symmetric if and only if (`↔`) detailed balance holds, and W may be any real matrix. Multiplying the entry formula by √π_i √π_j gives

S_ij √π_i √π_j = W_ij π_j = F_ij

The factor √π_i √π_j is nonzero and unchanged under i ↔ j, so S_ij = S_ji is equivalent to F_ij = F_ji. This identity is `key`. The tactic `linear_combination` proves an equation by checking that it is the stated sum of multiples of known equations. Both directions subtract `key i j` from `key j i`, and the reverse one first cancels the factor with `mul_right_cancel₀`.

## The quadratic form x·Sx

```lean
/-- For a rate matrix in detailed balance with positive `π`, with `f = x / √π` and any real `c`, the
flux-weighted sum of `(f i + c f j)²` over all pairs of states equals `2 c (x · S x)`. -/
theorem flux_sum_identity {W : Matrix n n ℝ} {π : n → ℝ} (hW : IsRateMatrix W)
    (hπ : ∀ i, 0 < π i) (hdb : DetailedBalance W π) (x : n → ℝ) (c : ℝ) :
    ∑ i, ∑ j, W i j * π j * (x i / √(π i) + c * (x j / √(π j))) ^ 2
      = 2 * c * (x ⬝ᵥ symmetrized W π *ᵥ x) := by
  have h1 : x ⬝ᵥ symmetrized W π *ᵥ x
      = ∑ i, ∑ j, W i j * π j * (x i / √(π i) * (x j / √(π j))) := by
    simp only [dotProduct, Matrix.mulVec, Finset.mul_sum, symmetrized_apply]
    refine Finset.sum_congr rfl fun i _ => Finset.sum_congr rfl fun j _ => ?_
    have hj := Real.mul_self_sqrt (hπ j).le
    have e : π j * (x j / √(π j)) = √(π j) * x j := by
      rw [← mul_div_assoc, div_eq_iff (Real.sqrt_pos.2 (hπ j)).ne']
      linear_combination -(x j) * hj
    linear_combination -(W i j * (x i / √(π i))) * e
  -- the flux matrix has zero column sums, and by detailed balance zero row sums
  have h2 : ∀ g : n → ℝ, ∑ i, ∑ j, W i j * π j * g j = 0 := by
    intro g
    rw [Finset.sum_comm]
    refine Finset.sum_eq_zero fun j _ => ?_
    rw [← Finset.sum_mul, ← Finset.sum_mul, hW.colSum j, zero_mul, zero_mul]
  have h3 : ∀ g : n → ℝ, ∑ i, ∑ j, W i j * π j * g i = 0 := by
    intro g
    refine Finset.sum_eq_zero fun i _ => ?_
    calc ∑ j, W i j * π j * g i = ∑ j, W j i * π i * g i :=
          Finset.sum_congr rfl fun j _ => by rw [hdb i j]
      _ = 0 := by
          rw [← Finset.sum_mul, ← Finset.sum_mul, hW.colSum i, zero_mul, zero_mul]
  have key : ∀ f : n → ℝ, ∑ i, ∑ j, W i j * π j * (f i + c * f j) ^ 2
      = 2 * c * ∑ i, ∑ j, W i j * π j * (f i * f j) := by
    intro f
    have a : ∑ i, ∑ j, W i j * π j * f i ^ 2 = 0 := h3 fun i => f i ^ 2
    have b : ∑ i, ∑ j, W i j * π j * f j ^ 2 = 0 := h2 fun i => f i ^ 2
    have expand : ∀ i j, W i j * π j * (f i + c * f j) ^ 2
        = W i j * π j * f i ^ 2 + c ^ 2 * (W i j * π j * f j ^ 2)
          + 2 * c * (W i j * π j * (f i * f j)) := fun i j => by ring
    simp only [expand, Finset.sum_add_distrib, ← Finset.mul_sum]
    rw [a, b]
    ring
  rw [h1]
  exact key fun i => x i / √(π i)
```

The symbol `⬝ᵥ` is the dot product and `*ᵥ` applies a matrix to a vector. For a real vector x and a real number c, set f_i = x_i/√π_i. The statement is

Σ_ij F_ij (f_i + c f_j)² = 2c x·Sx

with the sum over all pairs, i = j included. Since √π_j x_j = π_j f_j, the form becomes

x·Sx = Σ_ij (x_i/√π_i) W_ij √π_j x_j = Σ_ij F_ij f_i f_j

which is `h1`. For any vector g, the column sums give Σ_ij F_ij g_j = Σ_j g_j π_j Σ_i W_ij = 0 (`h2`), and detailed balance gives Σ_ij F_ij g_i = Σ_i g_i π_i Σ_j W_ji = 0 (`h3`). The step `expand` opens the square:

F_ij (f_i + c f_j)² = F_ij f_i² + c² F_ij f_j² + 2c F_ij f_i f_j

With g_i = f_i² the first two terms sum to zero and the third to 2c x·Sx.

```lean
/-- For a rate matrix in detailed balance with positive `π`, the quadratic form `x · S x` is
nonpositive. -/
theorem symmetrized_form_nonpos {W : Matrix n n ℝ} {π : n → ℝ} (hW : IsRateMatrix W)
    (hπ : ∀ i, 0 < π i) (hdb : DetailedBalance W π) (x : n → ℝ) :
    x ⬝ᵥ symmetrized W π *ᵥ x ≤ 0 := by
  have h := flux_sum_identity hW hπ hdb x (-1)
  have h0 : 0 ≤ ∑ i, ∑ j, W i j * π j * (x i / √(π i) + -1 * (x j / √(π j))) ^ 2 := by
    refine Finset.sum_nonneg fun i _ => Finset.sum_nonneg fun j _ => ?_
    by_cases hij : i = j
    · subst hij
      exact le_of_eq (by ring)
    · exact mul_nonneg (mul_nonneg (hW.offDiag i j hij) (hπ j).le) (sq_nonneg _)
  linarith
```

This is negative semidefiniteness, x·Sx ≤ 0 for all real x. At c = −1 the identity reads

x·Sx = −½ Σ_ij F_ij (f_i − f_j)²

Diagonal terms, whose F_ii can be negative, vanish because f_i − f_i = 0. Off-diagonal terms are products of W_ij ≥ 0, π_j > 0 and a square. These two cases are the branches of `by_cases hij`, and `linarith` combines the sign of the sum with the identity.

```lean
/-- For a rate matrix in detailed balance with positive `π`, if all escape rates `-W j j` are at
most `R`, then `x · S x ≥ -2 R (x · x)`. -/
theorem symmetrized_form_lower {W : Matrix n n ℝ} {π : n → ℝ} (hW : IsRateMatrix W)
    (hπ : ∀ i, 0 < π i) (hdb : DetailedBalance W π) {R : ℝ} (hR : ∀ j, -W j j ≤ R)
    (x : n → ℝ) : -2 * R * (x ⬝ᵥ x) ≤ x ⬝ᵥ symmetrized W π *ᵥ x := by
  have h := flux_sum_identity hW hπ hdb x 1
  have h0 : -4 * R * (x ⬝ᵥ x)
      ≤ ∑ i, ∑ j, W i j * π j * (x i / √(π i) + 1 * (x j / √(π j))) ^ 2 := by
    rw [dotProduct, Finset.mul_sum]
    refine Finset.sum_le_sum fun i _ => ?_
    -- keep the diagonal term, drop the nonnegative off-diagonal ones
    rw [← Finset.add_sum_erase _ _ (Finset.mem_univ i)]
    refine le_trans ?_ (le_add_of_nonneg_right (Finset.sum_nonneg fun j hj =>
      mul_nonneg (mul_nonneg (hW.offDiag i j (Finset.ne_of_mem_erase hj).symm) (hπ j).le)
        (sq_nonneg _)))
    have hne := (hπ i).ne'
    have e : π i * (x i / √(π i)) ^ 2 = x i ^ 2 := by
      rw [div_pow, Real.sq_sqrt (hπ i).le]
      field_simp
    have e2 : W i i * π i * (x i / √(π i) + 1 * (x i / √(π i))) ^ 2
        = 4 * W i i * x i ^ 2 := by linear_combination 4 * W i i * e
    have h4 := mul_nonneg (sub_nonneg.2 (hR i)) (sq_nonneg (x i))
    exact le_of_le_of_eq (by nlinarith [h4]) e2.symm
  linarith
```

The real number R is any upper bound on the escape rates, −W_jj ≤ R, so it caps how fast a state can empty. At c = +1 the off-diagonal terms are again nonnegative and are discarded. Because π_i f_i² = x_i² (`e`), each diagonal term is

F_ii (2f_i)² = 4 W_ii x_i² ≥ −4R x_i²

by `e2` and `h4`. Summing over i gives 2 x·Sx ≥ −4R x·x, hence x·Sx ≥ −2R x·x.

## Complex eigenvalues

```lean
omit [DecidableEq n] in
/-- A complex eigenvalue of a real symmetric matrix is real and equals the Rayleigh
quotient of a nonzero real vector. -/
theorem rayleigh_of_isSymm {S : Matrix n n ℝ} (hS : S.IsSymm) {μ : ℂ} {v : n → ℂ}
    (hv0 : v ≠ 0) (hv : S.map Complex.ofReal *ᵥ v = μ • v) :
    μ.im = 0 ∧ ∃ x : n → ℝ, 0 < x ⬝ᵥ x ∧ x ⬝ᵥ S *ᵥ x = μ.re * (x ⬝ᵥ x) := by
  obtain ⟨a, ha⟩ : ∃ a : n → ℝ, a = fun i => (v i).re := ⟨_, rfl⟩
  obtain ⟨b, hb⟩ : ∃ b : n → ℝ, b = fun i => (v i).im := ⟨_, rfl⟩
  -- real and imaginary parts of the eigenvalue equation
  have hA : S *ᵥ a = μ.re • a - μ.im • b := by
    funext i
    have h := congrArg Complex.re (congrFun hv i)
    simpa [Matrix.mulVec, dotProduct, Complex.re_sum, ha, hb] using h
  have hB : S *ᵥ b = μ.re • b + μ.im • a := by
    funext i
    have h := congrArg Complex.im (congrFun hv i)
    simpa [Matrix.mulVec, dotProduct, Complex.im_sum, ha, hb] using h
  have hnn : ∀ x : n → ℝ, 0 ≤ x ⬝ᵥ x := fun x =>
    Finset.sum_nonneg fun j _ => mul_self_nonneg _
  have hpos : ∀ (x : n → ℝ) (i : n), x i ≠ 0 → 0 < x ⬝ᵥ x := fun x i hi =>
    Finset.sum_pos' (fun j _ => mul_self_nonneg _) ⟨i, Finset.mem_univ _, mul_self_pos.2 hi⟩
  have hab : 0 < a ⬝ᵥ a ∨ 0 < b ⬝ᵥ b := by
    obtain ⟨i, hi⟩ := Function.ne_iff.1 hv0
    by_cases hre : (v i).re = 0
    · exact Or.inr (hpos b i (by rw [hb]; exact fun him => hi (Complex.ext hre him)))
    · exact Or.inl (hpos a i (by rw [ha]; exact hre))
  have hsym : b ⬝ᵥ S *ᵥ a = a ⬝ᵥ S *ᵥ b := by
    rw [Matrix.dotProduct_mulVec, ← Matrix.mulVec_transpose, hS.eq, dotProduct_comm]
  rw [hA, hB] at hsym
  simp only [dotProduct_sub, dotProduct_add, dotProduct_smul, smul_eq_mul] at hsym
  have hc := dotProduct_comm b a
  have hN : 0 < a ⬝ᵥ a + b ⬝ᵥ b := by
    rcases hab with h | h <;> linarith [hnn a, hnn b]
  have h0 : μ.im * (a ⬝ᵥ a + b ⬝ᵥ b) = 0 := by linear_combination μ.re * hc - hsym
  have him : μ.im = 0 := (mul_eq_zero.1 h0).resolve_right hN.ne'
  refine ⟨him, ?_⟩
  rcases hab with h | h
  · exact ⟨a, h, by rw [hA, him]; simp⟩
  · exact ⟨b, h, by rw [hB, him]; simp⟩
```

Here S is any real symmetric matrix, `S.map Complex.ofReal` is S with its entries read as complex numbers, and `•` is multiplication by a scalar. The hypotheses say S v = μ v for a complex number μ and a complex vector v ≠ 0. The conclusion is that Im μ = 0 and that there exists (`∃`) a real x with x·x > 0 whose Rayleigh quotient (x·Sx)/(x·x) equals Re μ, written without the division. Put μ = α + iβ and v = a + ib with α, β, a, b real. The real and imaginary parts of the equation, `hA` and `hB`, are

S a = α a − β b

S b = α b + β a

Symmetry gives b·Sa = a·Sb (`hsym`), that is

α b·a − β b·b = α a·b + β a·a

so β (a·a + b·b) = 0, which is `h0`. Since v ≠ 0, one of a·a and b·b is positive (`hab`), and therefore β = 0. Then S a = α a and S b = α b, and whichever vector is nonzero serves as x.

```lean
/-- Under detailed balance with positive `π`, a complex eigenvalue of `W` is real and equals the
Rayleigh quotient of `S` at a nonzero real vector. -/
theorem rayleigh_of_detailedBalance {W : Matrix n n ℝ} {π : n → ℝ} (hπ : ∀ i, 0 < π i)
    (hdb : DetailedBalance W π) {μ : ℂ} {v : n → ℂ} (hv0 : v ≠ 0)
    (hv : W.map Complex.ofReal *ᵥ v = μ • v) :
    μ.im = 0 ∧ ∃ x : n → ℝ, 0 < x ⬝ᵥ x ∧ x ⬝ᵥ symmetrized W π *ᵥ x = μ.re * (x ⬝ᵥ x) := by
  have hs : ∀ i, √(π i) ≠ 0 := fun i => (Real.sqrt_pos.2 (hπ i)).ne'
  -- `D^(-1/2) v` is an eigenvector of `S`
  refine rayleigh_of_isSymm ((symmetrized_isSymm_iff W π hπ).2 hdb)
    (v := fun i => (((√(π i))⁻¹ : ℝ) : ℂ) * v i) ?_ ?_
  · obtain ⟨i, hi⟩ := Function.ne_iff.1 hv0
    exact Function.ne_iff.2
      ⟨i, mul_ne_zero (Complex.ofReal_ne_zero.2 (inv_ne_zero (hs i))) hi⟩
  · funext i
    have h : ∑ j, ((W i j : ℝ) : ℂ) * v j = μ * v i := congrFun hv i
    calc ∑ j, ((symmetrized W π i j : ℝ) : ℂ) * ((((√(π j))⁻¹ : ℝ) : ℂ) * v j)
        = ∑ j, (((√(π i))⁻¹ : ℝ) : ℂ) * (((W i j : ℝ) : ℂ) * v j) := by
          refine Finset.sum_congr rfl fun j _ => ?_
          have e : ((√(π j) : ℝ) : ℂ) * (((√(π j))⁻¹ : ℝ) : ℂ) = 1 := by
            rw [← Complex.ofReal_mul, mul_inv_cancel₀ (hs j), Complex.ofReal_one]
          rw [symmetrized_apply, Complex.ofReal_mul, Complex.ofReal_mul]
          linear_combination ((((√(π i))⁻¹ : ℝ) : ℂ) * ((W i j : ℝ) : ℂ) * v j) * e
      _ = μ * ((((√(π i))⁻¹ : ℝ) : ℂ) * v i) := by
          rw [← Finset.mul_sum, h]
          ring
```

The same conclusion holds for eigenvalues of W, with positivity and detailed balance as the only conditions on W and π. If W v = μ v, set u_i = v_i/√π_i, which is nonzero. The `calc` chain computes

Σ_j S_ij u_j = (1/√π_i) Σ_j W_ij v_j = μ u_i

so `rayleigh_of_isSymm` applies to S and u.

## The spectrum of W

```lean
/-- For a rate matrix in detailed balance with positive `π`, the matrix `D^(-1/2) W D^(1/2)` is
symmetric and negative semidefinite, and every complex eigenvalue of `W` is real and `≤ 0`. -/
theorem spectrum_real_nonpos {W : Matrix n n ℝ} {π : n → ℝ} (hW : IsRateMatrix W)
    (hπ : ∀ i, 0 < π i) (hdb : DetailedBalance W π) :
    (symmetrized W π).IsSymm ∧ (∀ x, x ⬝ᵥ symmetrized W π *ᵥ x ≤ 0) ∧
      ∀ (μ : ℂ) (v : n → ℂ), v ≠ 0 → W.map Complex.ofReal *ᵥ v = μ • v →
        μ.im = 0 ∧ μ.re ≤ 0 := by
  refine ⟨(symmetrized_isSymm_iff W π hπ).2 hdb, symmetrized_form_nonpos hW hπ hdb,
    fun μ v hv0 hv => ?_⟩
  obtain ⟨him, x, hx, hq⟩ := rayleigh_of_detailedBalance hπ hdb hv0 hv
  have h := symmetrized_form_nonpos hW hπ hdb x
  exact ⟨him, le_of_mul_le_mul_right (by linarith) hx⟩
```

The main theorem joins three claims with `∧`. For a rate matrix in detailed balance with strictly positive π, the matrix S is symmetric, x·Sx ≤ 0 for all real x, and every complex μ with W v = μ v for some v ≠ 0 has Im μ = 0 and Re μ ≤ 0. For the last claim, (Re μ) x·x = x·Sx ≤ 0 with x·x > 0, and `le_of_mul_le_mul_right` cancels the positive factor.

The theorem makes no statement on uniqueness of the stationary state, a spectral gap or completeness of the eigenvectors, and it excludes states of zero weight, infinite state spaces and time-dependent rates. The following link to dynamics is interpretation and appears in no theorem. An eigenvector evolves as e^(μt) v, so when constant rates obey detailed balance with positive weights, each eigenmode stays constant or decays without oscillating. This covers finite Pauli master equations, which track populations of quantum levels without coherences, and finite first-order kinetic networks, provided their rates satisfy that condition. A three-state cycle whose three forward rates all equal a and whose three backward rates all equal b ≠ a violates detailed balance for every choice of positive weights, and it has the non-real eigenvalues −3(a + b)/2 ± i√3(a − b)/2.

```lean
/-- For a rate matrix in detailed balance with positive `π`, if all escape rates are at most `R`,
every complex eigenvalue of `W` has real part at least `-2 R`. -/
theorem spectrum_lower_bound {W : Matrix n n ℝ} {π : n → ℝ} (hW : IsRateMatrix W)
    (hπ : ∀ i, 0 < π i) (hdb : DetailedBalance W π) {R : ℝ} (hR : ∀ j, -W j j ≤ R)
    {μ : ℂ} {v : n → ℂ} (hv0 : v ≠ 0) (hv : W.map Complex.ofReal *ᵥ v = μ • v) :
    -2 * R ≤ μ.re := by
  obtain ⟨-, x, hx, hq⟩ := rayleigh_of_detailedBalance hπ hdb hv0 hv
  have h := symmetrized_form_lower hW hπ hdb hR x
  exact le_of_mul_le_mul_right (by linarith) hx
```

With the escape-rate bound added, (Re μ) x·x = x·Sx ≥ −2R x·x, and the same cancellation gives Re μ ≥ −2R. Together with the main theorem, every eigenvalue lies in the real interval [−2R, 0].

## A two-state system

```lean
/-- The two-state generator with rates `1` and `2` is a rate matrix in detailed balance with
the weights `(2, 1)`, and it multiplies `(1, -1)` by `-3`. -/
theorem twoState_witness :
    IsRateMatrix (!![-1, 2; 1, -2] : Matrix (Fin 2) (Fin 2) ℝ) ∧
      DetailedBalance (!![-1, 2; 1, -2] : Matrix (Fin 2) (Fin 2) ℝ) ![2, 1] ∧
      (!![-1, 2; 1, -2] : Matrix (Fin 2) (Fin 2) ℝ) *ᵥ ![1, -1] = (-3 : ℝ) • ![1, -1] := by
  refine ⟨⟨fun i j hij => ?_, fun j => ?_⟩, fun i j => ?_, ?_⟩
  · fin_cases i <;> fin_cases j <;> simp at hij ⊢
  · fin_cases j <;> simp [Fin.sum_univ_succ]
  · fin_cases i <;> fin_cases j <;> simp
  · funext i
    fin_cases i <;> simp [Matrix.mulVec, dotProduct, Fin.sum_univ_succ] <;> norm_num

end

end ReversibleRateMatrix
```

The states are 0 and 1, and `!![-1, 2; 1, -2]` lists the rows, so W_10 = 1 is the rate of 0 → 1 and W_01 = 2 the rate of 1 → 0. The weights (2, 1), normalised (2/3, 1/3), balance the fluxes:

W_01 π_1 = 2·1 = 1·2 = W_10 π_0

The vector (1, −1), a difference of two probability vectors, is mapped to (−3, 3), so its eigenvalue is −3, minus the sum of the two rates. The escape rates are 1 and 2, and −3 lies in the interval [−4, 0] that R = 2 allows. The tactic `fin_cases` runs through the index values, and `simp` and `norm_num` do the arithmetic.

```lean
#print axioms ReversibleRateMatrix.spectrum_real_nonpos
#print axioms ReversibleRateMatrix.spectrum_lower_bound
```

```
'ReversibleRateMatrix.spectrum_real_nonpos' depends on axioms: [propext, Classical.choice, Quot.sound]
'ReversibleRateMatrix.spectrum_lower_bound' depends on axioms: [propext, Classical.choice, Quot.sound]
```
